# End Majoranas that commute with the Hamiltonian give every level of a dimerised chain an even degeneracy

The Majorana operators are taken here to be any family of finite complex matrices with the right algebra, not operators built on a particular Fock space. The index type `n` labels the basis of the space they act on, and `M` is the number of bonds. There are \(2M+2\) operators \(g_0,\dots,g_{2M+1}\), counted from zero, which corresponds to \(M+1\) ordinary fermionic sites.

In Lean 4 with Mathlib:

```lean
import Mathlib

open Matrix

namespace KitaevChainEdgeModes

noncomputable section

variable {n : Type*} [Fintype n] [DecidableEq n] {M : ℕ}
```

The algebra consists of three conditions:

\[
g_i^\dagger=g_i,\qquad g_i^2=1,\qquad g_ig_k=-g_kg_i\quad(i\neq k).
\]

The structure `IsMajorana` records them as `herm`, `sq` and `anti`. The representation may be reducible.

```lean
/-- Majorana operators: Hermitian matrices that square to one and anticommute pairwise. -/
structure IsMajorana {ι : Type*} (g : ι → Matrix n n ℂ) : Prop where
  herm : ∀ i, (g i).IsHermitian
  sq : ∀ i, g i * g i = 1
  anti : ∀ i k, i ≠ k → g i * g k = -(g k * g i)
```

## The chain and its unpaired ends

Bond \(j\), with \(0\le j<M\), joins \(g_{2j+1}\) to \(g_{2j+2}\). The operators \(g_0\) and \(g_{2M+1}\) are left over.

```lean
/-- The first Majorana site of the chain. -/
def leftEnd (M : ℕ) : Fin (2 * M + 2) := ⟨0, by omega⟩

/-- The last Majorana site of the chain. -/
def rightEnd (M : ℕ) : Fin (2 * M + 2) := ⟨2 * M + 1, by omega⟩

/-- The left site of bond `j`. -/
def bondL (j : Fin M) : Fin (2 * M + 2) := ⟨2 * j.1 + 1, by have := j.2; omega⟩

/-- The right site of bond `j`. -/
def bondR (j : Fin M) : Fin (2 * M + 2) := ⟨2 * j.1 + 2, by have := j.2; omega⟩
```

With real couplings \(t_j\), the Hamiltonian is

\[
H=i\sum_{j=0}^{M-1}t_j\,g_{2j+1}g_{2j+2}.
\]

This is the Kitaev chain at the point where the chemical potential vanishes and hopping and pairing have equal strength, with a coupling that may vary from bond to bond. Couplings within a fermionic site, such as \(i\,g_{2j}g_{2j+1}\), and interactions are absent, so the theorems do not address end modes that leak into the bulk. For \(M=0\) the sum is empty and \(H=0\).

```lean
/-- The chain Hamiltonian `H = i ∑ t_j g_L(j) g_R(j)`, with real couplings on the bonds. -/
def chain (t : Fin M → ℝ) (g : Fin (2 * M + 2) → Matrix n n ℂ) : Matrix n n ℂ :=
  Complex.I • ∑ j, (t j : ℂ) • (g (bondL j) * g (bondR j))
```

A linear mode is a combination \(\Gamma_c=\sum_k c_kg_k\) with complex amplitudes \(c_k\).

```lean
/-- A linear combination of the Majorana operators with complex amplitudes `c`. -/
def mode (c : Fin (2 * M + 2) → ℂ) (g : Fin (2 * M + 2) → Matrix n n ℂ) : Matrix n n ℂ :=
  ∑ k, c k • g k
```

The index arithmetic needed below is that \(2a+1\neq 2b+2\) by parity, and that both \(2a+1\) and \(2a+2\) lie strictly between \(0\) and \(2M+1\) when \(a<M\).

```lean
/-- The left site of a bond is never the right site of any bond, and neither site of a bond is an
end of the chain. -/
theorem bond_sites (a b : Fin M) : bondL a ≠ bondR b ∧
    (bondL a ≠ leftEnd M ∧ bondL a ≠ rightEnd M) ∧
    (bondR a ≠ leftEnd M ∧ bondR a ≠ rightEnd M) := by
  have ha := a.2
  refine ⟨fun e => ?_, ⟨fun e => ?_, fun e => ?_⟩, ⟨fun e => ?_, fun e => ?_⟩⟩
  · have h : 2 * a.1 + 1 = 2 * b.1 + 2 := congrArg Fin.val e
    omega
  · have h : 2 * a.1 + 1 = 0 := congrArg Fin.val e
    omega
  · have h : 2 * a.1 + 1 = 2 * M + 1 := congrArg Fin.val e
    omega
  · have h : 2 * a.1 + 2 = 0 := congrArg Fin.val e
    omega
  · have h : 2 * a.1 + 2 = 2 * M + 1 := congrArg Fin.val e
    omega
```

Each bond term is Hermitian, because reversing the product and conjugating \(i\) each give a minus sign:

\[
(i t_j g_{2j+1}g_{2j+2})^\dagger=-i t_j g_{2j+2}g_{2j+1}=i t_j g_{2j+1}g_{2j+2}.
\]

The proof does this term by term, using `herm` and then `anti`.

```lean
/-- The chain Hamiltonian is Hermitian. -/
theorem chain_isHermitian {g : Fin (2 * M + 2) → Matrix n n ℂ} (hg : IsMajorana g)
    (t : Fin M → ℝ) : (chain t g).IsHermitian := by
  unfold Matrix.IsHermitian chain
  rw [conjTranspose_smul, conjTranspose_sum, Finset.smul_sum, Finset.smul_sum]
  refine Finset.sum_congr rfl fun j _ => ?_
  rw [conjTranspose_smul, conjTranspose_mul, (hg.herm _).eq, (hg.herm _).eq,
    hg.anti _ _ (bond_sites j j).1.symm]
  simp
```

If site \(e\) belongs to no bond, \(g_e\) anticommutes with both factors of every bond term, and the two signs cancel:

\[
g_{2j+1}g_{2j+2}g_e=-g_{2j+1}g_eg_{2j+2}=g_eg_{2j+1}g_{2j+2}.
\]

Summing over bonds gives \(Hg_e=g_eH\).

```lean
/-- A Majorana operator whose site belongs to no bond commutes with the Hamiltonian. -/
theorem commute_of_unpaired {g : Fin (2 * M + 2) → Matrix n n ℂ} (hg : IsMajorana g)
    (t : Fin M → ℝ) (e : Fin (2 * M + 2)) (he : ∀ j : Fin M, bondL j ≠ e ∧ bondR j ≠ e) :
    chain t g * g e = g e * chain t g := by
  unfold chain
  rw [smul_mul_assoc, mul_smul_comm, Finset.sum_mul, Finset.mul_sum]
  congr 1
  refine Finset.sum_congr rfl fun j _ => ?_
  rw [smul_mul_assoc, mul_smul_comm]
  congr 1
  -- two sign changes cancel
  rw [mul_assoc, hg.anti _ _ (he j).2, mul_neg, ← mul_assoc, hg.anti _ _ (he j).1,
    neg_mul, neg_neg, mul_assoc]
```

## Even degeneracy from two anticommuting symmetries

Let \(V_\mu\) be the eigenspace of \(H\) at \(\mu\), with dimension \(d\). If \(X\) commutes with \(H\) and \(Hv=\mu v\), then \(HXv=XHv=\mu Xv\), so \(X\) maps \(V_\mu\) into itself. Let \(A\) and \(B\) be the restrictions of \(g_0\) and \(g_{2M+1}\) to \(V_\mu\). They satisfy \(A^2=B^2=1\) and \(AB=-BA\). Taking determinants,

\[
(\det A)^2=(\det B)^2=1,\qquad \det A\,\det B=(-1)^d\det B\,\det A.
\]

The determinants are nonzero, so \((-1)^d=1\) and \(d\) is even. No time-reversal symmetry enters.

In the theorem, `mulVecLin` is the matrix acting on column vectors and `Module.finrank` is the dimension. The number \(\mu\) ranges over all of \(\mathbb C\); where it is not an eigenvalue, the dimension is zero. The step `inv` is the invariance of \(V_\mu\), and `hA`, `hB` and `hAB` are the relations for the restrictions. The final case split assumes \(d\) odd, which forces \(\det A\det B=0\) and contradicts the squares. The couplings may vanish here.

```lean
/-- Both end Majorana operators commute with the chain Hamiltonian, and every eigenspace of the
Hamiltonian has even dimension. -/
theorem edge_modes_and_even_degeneracy {g : Fin (2 * M + 2) → Matrix n n ℂ}
    (hg : IsMajorana g) (t : Fin M → ℝ) :
    chain t g * g (leftEnd M) = g (leftEnd M) * chain t g ∧
    chain t g * g (rightEnd M) = g (rightEnd M) * chain t g ∧
    ∀ μ : ℂ, Even (Module.finrank ℂ (Module.End.eigenspace (chain t g).mulVecLin μ)) := by
  have hl := commute_of_unpaired hg t (leftEnd M)
    fun j => ⟨(bond_sites j j).2.1.1, (bond_sites j j).2.2.1⟩
  have hr := commute_of_unpaired hg t (rightEnd M)
    fun j => ⟨(bond_sites j j).2.1.2, (bond_sites j j).2.2.2⟩
  refine ⟨hl, hr, fun μ => ?_⟩
  have hne : leftEnd M ≠ rightEnd M := fun e => by
    have h : 0 = 2 * M + 1 := congrArg Fin.val e
    omega
  -- the end operators preserve the eigenspace
  have inv : ∀ X : Matrix n n ℂ, chain t g * X = X * chain t g →
      ∀ v ∈ Module.End.eigenspace (chain t g).mulVecLin μ,
        X.mulVecLin v ∈ Module.End.eigenspace (chain t g).mulVecLin μ := by
    intro X hX v hv
    rw [Module.End.mem_eigenspace_iff] at hv ⊢
    simp only [Matrix.mulVecLin_apply] at hv ⊢
    rw [mulVec_mulVec, hX, ← mulVec_mulVec, hv, mulVec_smul]
  let A : Module.End ℂ (Module.End.eigenspace (chain t g).mulVecLin μ) :=
    (g (leftEnd M)).mulVecLin.restrict (inv _ hl)
  let B : Module.End ℂ (Module.End.eigenspace (chain t g).mulVecLin μ) :=
    (g (rightEnd M)).mulVecLin.restrict (inv _ hr)
  have hA : A * A = 1 := LinearMap.ext fun v => Subtype.ext (by
    change g (leftEnd M) *ᵥ (g (leftEnd M) *ᵥ v.1) = v.1
    rw [mulVec_mulVec, hg.sq, one_mulVec])
  have hB : B * B = 1 := LinearMap.ext fun v => Subtype.ext (by
    change g (rightEnd M) *ᵥ (g (rightEnd M) *ᵥ v.1) = v.1
    rw [mulVec_mulVec, hg.sq, one_mulVec])
  have hAB : A * B = (-1 : ℂ) • (B * A) := LinearMap.ext fun v => Subtype.ext (by
    change g (leftEnd M) *ᵥ (g (rightEnd M) *ᵥ v.1)
      = (-1 : ℂ) • (g (rightEnd M) *ᵥ (g (leftEnd M) *ᵥ v.1))
    rw [mulVec_mulVec, mulVec_mulVec, hg.anti _ _ hne, neg_mulVec, neg_one_smul])
  -- compare determinants on the eigenspace
  have dA := congrArg LinearMap.det hA
  have dB := congrArg LinearMap.det hB
  have dAB := congrArg LinearMap.det hAB
  rw [map_mul, map_one] at dA dB
  rw [map_mul, LinearMap.det_smul, map_mul] at dAB
  rcases Nat.even_or_odd
    (Module.finrank ℂ (Module.End.eigenspace (chain t g).mulVecLin μ)) with h | h
  · exact h
  · exfalso
    rw [h.neg_one_pow] at dAB
    have h0 : LinearMap.det A * LinearMap.det B = 0 := by linear_combination dAB / 2
    have h1 : (1 : ℂ) = 0 := by
      linear_combination (-1 : ℂ) * dB - LinearMap.det B * LinearMap.det B * dA
        + LinearMap.det A * LinearMap.det B * h0
    exact one_ne_zero h1
```

## Which linear modes commute with the Hamiltonian

In the anticommutator of \(g_i\) with \(\Gamma_c\), every term with \(k\neq i\) cancels, which leaves

\[
\{g_i,\Gamma_c\}=2c_i\,1 .
\]

```lean
/-- The anticommutator of a Majorana operator with a linear mode is twice its amplitude. -/
theorem anticommutator_mode {g : Fin (2 * M + 2) → Matrix n n ℂ} (hg : IsMajorana g)
    (c : Fin (2 * M + 2) → ℂ) (i : Fin (2 * M + 2)) :
    g i * mode c g + mode c g * g i = (2 * c i) • (1 : Matrix n n ℂ) := by
  unfold mode
  rw [Finset.mul_sum, Finset.sum_mul, ← Finset.sum_add_distrib, Finset.sum_eq_single i]
  · rw [mul_smul_comm, smul_mul_assoc, hg.sq]
    module
  · intro k _ hk
    rw [mul_smul_comm, smul_mul_assoc, hg.anti _ _ hk, smul_neg, add_neg_cancel]
  · intro h
    exact absurd (Finset.mem_univ i) h
```

The identity \([ab,x]=a\{b,x\}-\{a,x\}b\), applied to each bond, then gives

\[
[H,\Gamma_c]=i\sum_j 2t_j\left(c_{2j+2}\,g_{2j+1}-c_{2j+1}\,g_{2j+2}\right).
\]

For any Hamiltonian quadratic in the Majoranas, the commutator with a linear mode is again linear, so numerical codes for non-interacting chains can work with a matrix of the size of the chain instead of the many-body space. For the present chain the right-hand side is \(\Gamma_{iAc}\), where \(A\) now denotes the real antisymmetric matrix of size \(2M+2\) with entries \(A_{2j+1,2j+2}=2t_j=-A_{2j+2,2j+1}\) and zeros elsewhere. The linear zero modes of this chain correspond to the null vectors of \(A\), and the two end sites appear as two zero rows.

```lean
/-- The commutator of the Hamiltonian with a linear mode is again linear in the Majorana operators:
each bond exchanges the amplitudes of its two sites and multiplies them by `2i t_j` on its left site
and `-2i t_j` on its right site. -/
theorem commutator_mode {g : Fin (2 * M + 2) → Matrix n n ℂ} (hg : IsMajorana g)
    (t : Fin M → ℝ) (c : Fin (2 * M + 2) → ℂ) :
    chain t g * mode c g - mode c g * chain t g = Complex.I • ∑ j, (2 * (t j : ℂ)) •
      (c (bondR j) • g (bondL j) - c (bondL j) • g (bondR j)) := by
  unfold chain
  rw [smul_mul_assoc, mul_smul_comm, ← smul_sub, Finset.sum_mul, Finset.mul_sum,
    ← Finset.sum_sub_distrib]
  congr 1
  refine Finset.sum_congr rfl fun j _ => ?_
  -- [ab, x] = a{b, x} - {a, x}b
  have h : g (bondL j) * g (bondR j) * mode c g - mode c g * (g (bondL j) * g (bondR j))
      = g (bondL j) * (g (bondR j) * mode c g + mode c g * g (bondR j))
        - (g (bondL j) * mode c g + mode c g * g (bondL j)) * g (bondR j) := by
    noncomm_ring
  rw [smul_mul_assoc, mul_smul_comm, ← smul_sub, h, anticommutator_mode hg,
    anticommutator_mode hg, mul_smul_comm, smul_mul_assoc, mul_one, one_mul]
  module
```

Suppose now that every \(t_j\) is nonzero, so that each bond binds its two Majoranas at a finite energy. A bond with \(t_j=0\) would release both of them as further zero modes. If \([H,\Gamma_c]=0\), the sum above vanishes. Anticommuting it with \(g_{2m+1}\), and separately with \(g_{2m+2}\), leaves one term each time:

\[
4t_mc_{2m+2}=0,\qquad -4t_mc_{2m+1}=0 .
\]

Every site other than the ends belongs to a bond, so \(c\) vanishes away from the ends. Conversely, for such a \(c\) every term of the commutator is zero. The linear zero modes are therefore exactly the combinations of \(g_0\) and \(g_{2M+1}\); products of several Majoranas are a separate matter.

In the proof, `key` is the anticommuted sum, `hR` and `hL` extract the two amplitudes, and a parity split assigns each interior site to its bond. The assumption `[Nonempty n]` excludes the zero-dimensional space, where \(1=0\) and amplitudes could not be read off.

```lean
/-- If no coupling vanishes, a linear mode commutes with the Hamiltonian exactly when its
amplitudes vanish at every site other than the two ends. -/
theorem mode_commutes_iff [Nonempty n] {g : Fin (2 * M + 2) → Matrix n n ℂ}
    (hg : IsMajorana g) (t : Fin M → ℝ) (ht : ∀ j, t j ≠ 0) (c : Fin (2 * M + 2) → ℂ) :
    chain t g * mode c g = mode c g * chain t g ↔
      ∀ k, k ≠ leftEnd M → k ≠ rightEnd M → c k = 0 := by
  constructor
  · intro hc
    have hS := commutator_mode hg t c
    rw [hc, sub_self] at hS
    have hS0 := (smul_eq_zero.mp hS.symm).resolve_left Complex.I_ne_zero
    have hz : ∀ i k, i ≠ k → g i * g k + g k * g i = 0 := fun i k h => by
      rw [hg.anti i k h, neg_add_cancel]
    -- anticommute the vanishing commutator with one Majorana operator
    have key : ∀ i, ∑ j, (2 * (t j : ℂ)) •
        (c (bondR j) • (g i * g (bondL j) + g (bondL j) * g i)
          - c (bondL j) • (g i * g (bondR j) + g (bondR j) * g i)) = 0 := by
      intro i
      have h := congrArg (fun X => g i * X + X * g i) hS0
      simp only [Finset.mul_sum, Finset.sum_mul, ← Finset.sum_add_distrib, mul_zero,
        zero_mul, add_zero] at h
      refine Eq.trans (Finset.sum_congr rfl fun j _ => ?_) h
      simp only [mul_smul_comm, smul_mul_assoc, mul_sub, sub_mul]
      module
    have hR : ∀ m : Fin M, c (bondR m) = 0 := by
      intro m
      have h := key (bondL m)
      rw [Finset.sum_eq_single m] at h
      · rw [hz _ _ (bond_sites m m).1, hg.sq] at h
        have h1 : (2 * (t m : ℂ) * (2 * c (bondR m))) • (1 : Matrix n n ℂ) = 0 :=
          Eq.trans (by module) h
        have h2 := (smul_eq_zero.mp h1).resolve_right one_ne_zero
        simpa [ht m] using h2
      · intro j _ hj
        have hne : bondL m ≠ bondL j := fun e => hj (Fin.ext (by
          have h : 2 * m.1 + 1 = 2 * j.1 + 1 := congrArg Fin.val e
          omega))
        rw [hz _ _ hne, hz _ _ (bond_sites m j).1]
        simp
      · intro hm
        exact absurd (Finset.mem_univ m) hm
    have hL : ∀ m : Fin M, c (bondL m) = 0 := by
      intro m
      have h := key (bondR m)
      rw [Finset.sum_eq_single m] at h
      · rw [hz _ _ (bond_sites m m).1.symm, hg.sq] at h
        have h1 : (2 * (t m : ℂ) * (-(2 * c (bondL m)))) • (1 : Matrix n n ℂ) = 0 :=
          Eq.trans (by module) h
        have h2 := (smul_eq_zero.mp h1).resolve_right one_ne_zero
        simpa [ht m] using h2
      · intro j _ hj
        have hne : bondR m ≠ bondR j := fun e => hj (Fin.ext (by
          have h : 2 * m.1 + 2 = 2 * j.1 + 2 := congrArg Fin.val e
          omega))
        rw [hz _ _ hne, hz _ _ (bond_sites j m).1.symm]
        simp
      · intro hm
        exact absurd (Finset.mem_univ m) hm
    -- every site other than the ends belongs to a bond
    intro k h0 h1
    have hk := k.2
    have k0 : k.1 ≠ 0 := fun h => h0 (Fin.ext h)
    have k1 : k.1 ≠ 2 * M + 1 := fun h => h1 (Fin.ext h)
    rcases Nat.even_or_odd' k.1 with ⟨q, hq | hq⟩
    · have e : k = bondR (⟨q - 1, by omega⟩ : Fin M) :=
        Fin.ext (show k.1 = 2 * (q - 1) + 2 by omega)
      rw [e]
      exact hR _
    · have e : k = bondL (⟨q, by omega⟩ : Fin M) := Fin.ext hq
      rw [e]
      exact hL _
  · intro h
    apply sub_eq_zero.mp
    rw [commutator_mode hg, Finset.sum_eq_zero, smul_zero]
    intro j _
    obtain ⟨-, ⟨a, b⟩, ⟨d, e⟩⟩ := bond_sites j j
    rw [h _ a b, h _ d e]
    simp
```

## Four Majoranas on two qubits

For \(M=1\) the algebra is realised, with Pauli matrices \(X,Y,Z\), by

\[
g_0=X\otimes1,\quad g_1=Y\otimes1,\quad g_2=Z\otimes X,\quad g_3=Z\otimes Y .
\]

This is the Jordan–Wigner construction used to put fermions on qubits. Since \(YZ=iX\), the Hamiltonian becomes \(H=it_0g_1g_2=-t_0\,X\otimes X\). Diagonalising it for \(t_0\neq0\) gives the levels \(\pm t_0\), each twice.

```lean
/-- Four explicit Majorana matrices acting on two qubits. -/
def twoQubit : Fin 4 → Matrix (Fin 4) (Fin 4) ℂ :=
  ![!![0, 0, 1, 0; 0, 0, 0, 1; 1, 0, 0, 0; 0, 1, 0, 0],
    !![0, 0, -Complex.I, 0; 0, 0, 0, -Complex.I; Complex.I, 0, 0, 0; 0, Complex.I, 0, 0],
    !![0, 1, 0, 0; 1, 0, 0, 0; 0, 0, 0, -1; 0, 0, -1, 0],
    !![0, -Complex.I, 0, 0; Complex.I, 0, 0, 0; 0, 0, 0, Complex.I; 0, 0, -Complex.I, 0]]
```

The relations are checked entry by entry, with anticommutation computed for \(i<k\) and extended by symmetry.

```lean
/-- The four two-qubit matrices satisfy the Majorana relations. -/
theorem isMajorana_witness : IsMajorana twoQubit := by
  have key : ∀ i k : Fin 4, i < k →
      twoQubit i * twoQubit k = -(twoQubit k * twoQubit i) := by
    intro i k
    fin_cases i <;> fin_cases k <;> intro h <;>
      first
      | exact absurd h (by decide)
      | (ext a b
         fin_cases a <;> fin_cases b <;>
           simp [twoQubit, Matrix.mul_apply, Fin.sum_univ_succ])
  refine ⟨fun i => ?_, fun i => ?_, fun i k h => ?_⟩
  · fin_cases i <;> ext a b <;> fin_cases a <;> fin_cases b <;> simp [twoQubit]
  · fin_cases i <;> ext a b <;> fin_cases a <;> fin_cases b <;>
      simp [twoQubit, Matrix.mul_apply, Fin.sum_univ_succ]
  · rcases lt_or_gt_of_ne h with h | h
    · exact key i k h
    · rw [key k i h, neg_neg]

end

end KitaevChainEdgeModes
```

```lean
#print axioms KitaevChainEdgeModes.chain_isHermitian
#print axioms KitaevChainEdgeModes.edge_modes_and_even_degeneracy
#print axioms KitaevChainEdgeModes.mode_commutes_iff
```

```
'KitaevChainEdgeModes.chain_isHermitian' depends on axioms: [propext, Classical.choice, Quot.sound]
'KitaevChainEdgeModes.edge_modes_and_even_degeneracy' depends on axioms: [propext, Classical.choice, Quot.sound]
'KitaevChainEdgeModes.mode_commutes_iff' depends on axioms: [propext, Classical.choice, Quot.sound]
```
